# C12 = C44 for stress-free cubic lattices with pair forces under homogeneous deformation

Before fitting a pair potential to the elastic constants of a cubic crystal, one can compare the target values of $C_{12}$ and $C_{44}$. If they differ, no potential in the class treated here will reproduce both: static atoms, energy a finite sum over bonds that depends only on their lengths, every bond following the macroscopic deformation, and no stress in the reference state. In such a model the two constants are equal for every twice differentiable potential.

The derivation differentiates the energy twice with respect to the deformation and follows where the stress enters. Most of it holds in any finite dimension. The type `n` labels the Cartesian axes and the finite type `ι` labels the bonds.

```lean
import Mathlib

open Matrix Filter Topology

namespace CauchyRelation

noncomputable section

variable {n ι : Type*} [Fintype n] [DecidableEq n] [Fintype ι]
```

## Energy of the deformed bonds

Let $R_a$ be the bond vectors of the undeformed lattice, with components $R_{a,i}$, and let $F$ be the deformation gradient, a real matrix that carries each bond to $FR_a$. With a pair potential $\varphi$ written as a function of the squared length, the energy is

$$W(F)=\sum_a \varphi\big(|FR_a|^2\big).$$

In Lean, `F *ᵥ R a` is the deformed bond, and its dot product with itself is the squared length. A single matrix $F$ acts on all bonds, so there is no internal relaxation of atoms within the cell. This suits crystals in which every atom sits at an inversion centre; in other structures the relaxation can change the elastic constants.

```lean
/-- Energy of a family of bonds `R a` under the deformation gradient `F`, with a pair
potential `φ` that depends on the squared bond length. -/
def latticeEnergy (φ : ℝ → ℝ) (R : ι → n → ℝ) (F : Matrix n n ℝ) : ℝ :=
  ∑ a, φ ((F *ᵥ R a) ⬝ᵥ (F *ᵥ R a))
```

The second variation along two matrices $A$ and $B$ is

$$\frac{\partial}{\partial s}\frac{\partial}{\partial t}\,W(1+sA+tB)\Big|_{t=0}\Big|_{s=0}.$$

The code takes it as an iterated derivative in two real parameters, the inner one in $t$.

```lean
/-- Mixed second derivative of `W` at the undeformed state along `A` and `B`. -/
def secondVariation (W : Matrix n n ℝ → ℝ) (A B : Matrix n n ℝ) : ℝ :=
  deriv (fun s : ℝ => deriv (fun t : ℝ => W (1 + s • A + t • B)) 0) 0
```

Let $E_{ij}$ be the matrix with a one in row $i$, column $j$ and zeros elsewhere. The elastic constant $C_{ijkl}$ is the second variation along $E_{ij}$ and $E_{kl}$. It is an energy; dividing by the volume of the reference cell gives the usual units. The derivatives are taken with respect to $F$ and not with respect to a symmetrised strain, a difference that disappears at zero stress.

```lean
/-- The elastic constant `C_ijkl`: second derivative of the lattice energy with respect to
the components `ij` and `kl` of the deformation gradient. -/
def elasticConstant (φ : ℝ → ℝ) (R : ι → n → ℝ) (i j k l : n) : ℝ :=
  secondVariation (latticeEnergy φ R) (Matrix.single i j 1) (Matrix.single k l 1)
```

The potential has to be twice differentiable at positive squared distances only. A Lennard-Jones potential, singular at the origin, therefore qualifies.

```lean
/-- The pair potential is twice differentiable at every positive squared distance. -/
def SmoothPair (φ : ℝ → ℝ) : Prop :=
  ∀ x, 0 < x → DifferentiableAt ℝ φ x ∧ DifferentiableAt ℝ (deriv φ) x
```

The first derivative of $W$ at the identity along $E_{ij}$ is $2\sum_a\varphi'(|R_a|^2)R_{a,i}R_{a,j}$, which is the stress times the cell volume. The reference state is stress-free when

$$\sum_a\varphi'(|R_a|^2)\,R_{a,i}R_{a,j}=0\quad\text{for all } i,j.$$

Physically, the lattice has been relaxed to zero external load. Individual bonds may still be stretched or compressed, as long as their contributions balance.

```lean
/-- All components of the stress `∑ φ'(|R|²) R_i R_j` vanish. -/
def StressFree (φ : ℝ → ℝ) (R : ι → n → ℝ) : Prop :=
  ∀ i j, ∑ a, deriv φ (R a ⬝ᵥ R a) * R a i * R a j = 0
```

## First derivative of the energy

A nonzero bond has positive squared length, so $\varphi$ is differentiable there.

```lean
omit [DecidableEq n] in
/-- A nonzero bond has positive squared length. -/
lemma normSq_pos {v : n → ℝ} (hv : v ≠ 0) : 0 < v ⬝ᵥ v :=
  lt_of_le_of_ne (Finset.sum_nonneg fun i _ => mul_self_nonneg (v i))
    (fun h => hv (dotProduct_self_eq_zero.mp h.symm))
```

For a bond $u$ displaced along $v$,

$$|u+tv|^2=|u|^2+2t\,u\cdot v+t^2|v|^2,$$

so the rate of change at $t=0$ is $2\,u\cdot v$. The proof expands the square in the same way and differentiates the polynomial in $t$.

```lean
omit [DecidableEq n] in
/-- Rate of change of the squared length of a bond `u` displaced along `v`. -/
lemma hasDerivAt_normSq (u v : n → ℝ) :
    HasDerivAt (fun t : ℝ => (u + t • v) ⬝ᵥ (u + t • v)) (2 * (u ⬝ᵥ v)) 0 := by
  have h : (fun t : ℝ => (u + t • v) ⬝ᵥ (u + t • v)) =
      fun t => u ⬝ᵥ u + t * (2 * (u ⬝ᵥ v)) + t ^ 2 * (v ⬝ᵥ v) := by
    funext t
    simp only [add_dotProduct, dotProduct_add, smul_dotProduct, dotProduct_smul,
      smul_eq_mul, dotProduct_comm v u]
    ring
  rw [h]
  exact ((((hasDerivAt_id' (0 : ℝ)).mul_const (2 * (u ⬝ᵥ v))).const_add (u ⬝ᵥ u)).fun_add
    ((hasDerivAt_pow 2 (0 : ℝ)).mul_const (v ⬝ᵥ v))).congr_deriv (by simp)
```

Setting $u=FR_a$ and $v=BR_a$, the chain rule gives

$$\frac{d}{dt}W(F+tB)\Big|_{t=0}=\sum_a\varphi'(|FR_a|^2)\;2\,(FR_a)\cdot(BR_a).$$

This needs $FR_a\neq0$ for every bond, which is the hypothesis `hF`. The proof differentiates the sum term by term and composes the derivative of $\varphi$ with the previous lemma.

```lean
omit [DecidableEq n] in
/-- First derivative of the lattice energy along `B`, at a deformation `F` that collapses
no bond. -/
theorem first_variation {φ : ℝ → ℝ} (hφ : SmoothPair φ) {R : ι → n → ℝ}
    (F B : Matrix n n ℝ) (hF : ∀ a, F *ᵥ R a ≠ 0) :
    HasDerivAt (fun t : ℝ => latticeEnergy φ R (F + t • B))
      (∑ a, deriv φ ((F *ᵥ R a) ⬝ᵥ (F *ᵥ R a)) * (2 * ((F *ᵥ R a) ⬝ᵥ (B *ᵥ R a)))) 0 := by
  unfold latticeEnergy
  apply HasDerivAt.fun_sum
  intro a _
  have h := (hφ _ (normSq_pos (hF a))).1.hasDerivAt.comp_of_eq (0 : ℝ)
    (hasDerivAt_normSq (F *ᵥ R a) (B *ᵥ R a)) (by simp)
  simp only [Matrix.add_mulVec, Matrix.smul_mulVec]
  exact h
```

## Second derivative at the undeformed state

Now put $F=1+sA$ and differentiate in $s$ at $s=0$. The factor $\varphi'(|R_a+sAR_a|^2)$ contributes $\varphi''(|R_a|^2)\,2R_a\cdot AR_a$, and the factor $2(R_a+sAR_a)\cdot BR_a$ contributes $2\,AR_a\cdot BR_a$. The product rule gives

$$\sum_a\Big[4\varphi''(|R_a|^2)(R_a\cdot AR_a)(R_a\cdot BR_a)+2\varphi'(|R_a|^2)\,AR_a\cdot BR_a\Big].$$

The first term is the stiffness of the bonds. The second comes from the tension they already carry.

The outer derivative needs the first variation in a neighbourhood of $s=0$, and not just at the point itself. Continuity supplies it: `hne` says that for small $s$ no bond has collapsed, and `heq` then replaces the inner derivative by its formula near zero. The facts `h1` and `h2` are the derivatives of the two factors.

```lean
/-- Second derivative of the lattice energy at the undeformed state: a bond-stiffness term
with `φ''` and a stress term with `φ'`. -/
theorem second_variation {φ : ℝ → ℝ} (hφ : SmoothPair φ) {R : ι → n → ℝ}
    (hR : ∀ a, R a ≠ 0) (A B : Matrix n n ℝ) :
    secondVariation (latticeEnergy φ R) A B =
      ∑ a, (4 * deriv (deriv φ) (R a ⬝ᵥ R a) * (R a ⬝ᵥ (A *ᵥ R a)) * (R a ⬝ᵥ (B *ᵥ R a))
        + 2 * deriv φ (R a ⬝ᵥ R a) * ((A *ᵥ R a) ⬝ᵥ (B *ᵥ R a))) := by
  -- no bond collapses under a small deformation
  have hne : ∀ᶠ s : ℝ in 𝓝 0, ∀ a, (1 + s • A) *ᵥ R a ≠ 0 := by
    rw [Filter.eventually_all]
    intro a
    have hc : ContinuousAt (fun s : ℝ => (1 + s • A) *ᵥ R a) 0 := by
      simp only [Matrix.add_mulVec, Matrix.smul_mulVec, Matrix.one_mulVec]
      fun_prop
    exact hc.eventually_ne (by simpa using hR a)
  -- so the inner derivative is given by the first variation
  have heq : (fun s : ℝ => deriv (fun t : ℝ => latticeEnergy φ R (1 + s • A + t • B)) 0)
      =ᶠ[𝓝 0] fun s => ∑ a,
        deriv φ ((R a + s • (A *ᵥ R a)) ⬝ᵥ (R a + s • (A *ᵥ R a))) *
          (2 * ((R a + s • (A *ᵥ R a)) ⬝ᵥ (B *ᵥ R a))) := by
    filter_upwards [hne] with s hs
    rw [(first_variation hφ _ B hs).deriv]
    simp only [Matrix.add_mulVec, Matrix.smul_mulVec, Matrix.one_mulVec]
  unfold secondVariation
  rw [heq.deriv_eq]
  apply HasDerivAt.deriv
  apply HasDerivAt.fun_sum
  intro a _
  have h1 := (hφ _ (normSq_pos (hR a))).2.hasDerivAt.comp_of_eq (0 : ℝ)
    (hasDerivAt_normSq (R a) (A *ᵥ R a)) (by simp)
  have h2 : HasDerivAt (fun s : ℝ => 2 * ((R a + s • (A *ᵥ R a)) ⬝ᵥ (B *ᵥ R a)))
      (2 * ((A *ᵥ R a) ⬝ᵥ (B *ᵥ R a))) 0 := by
    simp only [add_dotProduct, smul_dotProduct, smul_eq_mul]
    exact ((((hasDerivAt_id' (0 : ℝ)).mul_const ((A *ᵥ R a) ⬝ᵥ (B *ᵥ R a))).const_add
      (R a ⬝ᵥ (B *ᵥ R a))).const_mul 2).congr_deriv (by ring)
  refine (h1.fun_mul h2).congr_deriv ?_
  simp only [Function.comp_apply, zero_smul, add_zero]
  ring
```

## Where the stress enters the elastic constants

The matrix $E_{ij}$ takes a bond to its $j$ component placed along axis $i$: $E_{ij}R_a=R_{a,j}\,e_i$, where $e_i$ is the unit vector along that axis.

```lean
/-- The matrix unit `E_ij` sends a bond to its `j` component placed along axis `i`. -/
lemma single_mulVec_eq (i j : n) (v : n → ℝ) :
    Matrix.single i j (1 : ℝ) *ᵥ v = Pi.single i (v j) := by
  ext m
  rcases eq_or_ne m i with rfl | h
  · simp [Matrix.mulVec, dotProduct, Matrix.single_apply]
  · simp [Matrix.mulVec, dotProduct, h, h.symm]
```

Hence $R_a\cdot E_{ij}R_a=R_{a,i}R_{a,j}$ and $E_{ij}R_a\cdot E_{kl}R_a=\delta_{ik}R_{a,j}R_{a,l}$, and the second variation becomes

$$C_{ijkl}=4\sum_a\varphi''(|R_a|^2)R_{a,i}R_{a,j}R_{a,k}R_{a,l}+2\delta_{ik}\sum_a\varphi'(|R_a|^2)R_{a,j}R_{a,l}.$$

The first sum is symmetric in all four indices. Any departure from that symmetry lies in the stress term. The proof treats $i=k$ and $i\neq k$ separately, and the Kronecker delta appears in the statement as `if i = k`.

```lean
/-- Elastic constants of a pair potential: a sum symmetric in all four indices, plus a
stress term that is present only for `i = k`. -/
theorem elasticConstant_eq {φ : ℝ → ℝ} (hφ : SmoothPair φ) {R : ι → n → ℝ}
    (hR : ∀ a, R a ≠ 0) (i j k l : n) :
    elasticConstant φ R i j k l =
      4 * ∑ a, deriv (deriv φ) (R a ⬝ᵥ R a) * R a i * R a j * R a k * R a l
        + if i = k then 2 * ∑ a, deriv φ (R a ⬝ᵥ R a) * R a j * R a l else 0 := by
  unfold elasticConstant
  rw [second_variation hφ hR]
  simp only [single_mulVec_eq, dotProduct_single]
  rcases eq_or_ne i k with rfl | h
  · simp only [Pi.single_eq_same, if_true]
    rw [Finset.mul_sum, Finset.mul_sum, ← Finset.sum_add_distrib]
    exact Finset.sum_congr rfl fun a _ => by ring
  · simp only [Pi.single_apply, if_neg h, if_neg h.symm, zero_mul, mul_zero, add_zero]
    rw [Finset.mul_sum]
    exact Finset.sum_congr rfl fun a _ => by ring
```

## Exchanging the middle indices

At zero stress only the symmetric sum remains, so

$$C_{ijkl}=C_{ikjl}.$$

In the proof, `hs j l` and `hs k l` remove the stress terms on the two sides, and `ring` reorders the factors $R_{a,j}$ and $R_{a,k}$.

```lean
/-- Cauchy relations: in a stress-free lattice with pair forces, the two middle indices of
the elastic constants can be exchanged; for example `C_1122 = C_1212`. -/
theorem cauchy_relations {φ : ℝ → ℝ} (hφ : SmoothPair φ) {R : ι → n → ℝ}
    (hR : ∀ a, R a ≠ 0) (hs : StressFree φ R) (i j k l : n) :
    elasticConstant φ R i j k l = elasticConstant φ R i k j l := by
  rw [elasticConstant_eq hφ hR, elasticConstant_eq hφ hR, hs j l, hs k l]
  simp only [mul_zero, ite_self, add_zero]
  congr 1
  exact Finset.sum_congr rfl fun a _ => by ring
```

For one pair of distinct axes, less than full stress-freeness is enough. If $i\neq k$, then $C_{iikk}$ has no stress term while $C_{ikik}$ has one, and

$$C_{ikik}-C_{iikk}=2\sum_a\varphi'(|R_a|^2)R_{a,k}^2.$$

The two constants agree exactly when this normal stress vanishes.

The potential $\varphi(x)=x$ with one unit bond along each of three axes shows how the equality fails under stress for constants defined through $F$. Its energy is the sum of the squares of all entries of $F$, so $C_{iikk}=0$ but $C_{ikik}=2$. The definition matters here: second derivatives with respect to the Green–Lagrange strain $\tfrac12(F^{\mathsf T}F-1)$ contain only the sum with $\varphi''$, and so keep the full index symmetry even under stress.

```lean
/-- For two different axes, `C_iikk = C_ikik` holds exactly when the normal stress along
axis `k` vanishes. -/
theorem cauchy_relation_iff {φ : ℝ → ℝ} (hφ : SmoothPair φ) {R : ι → n → ℝ}
    (hR : ∀ a, R a ≠ 0) {i k : n} (hik : i ≠ k) :
    elasticConstant φ R i i k k = elasticConstant φ R i k i k ↔
      ∑ a, deriv φ (R a ⬝ᵥ R a) * R a k * R a k = 0 := by
  rw [elasticConstant_eq hφ hR, elasticConstant_eq hφ hR, if_neg hik, if_pos rfl]
  have h : ∑ a, deriv (deriv φ) (R a ⬝ᵥ R a) * R a i * R a i * R a k * R a k =
      ∑ a, deriv (deriv φ) (R a ⬝ᵥ R a) * R a i * R a k * R a i * R a k :=
    Finset.sum_congr rfl fun a _ => by ring
  rw [h]
  constructor <;> intro h' <;> linarith
```

## From C66 to C44

Lean numbers the three axes 0, 1, 2, and the formulas below do the same; the Voigt labels count from one. Thus $C_{12}$ is $C_{0011}$, $C_{66}$ is $C_{0101}$, and $C_{44}$ is $C_{1212}$.

A slip in labelling is close at hand here. Two derivatives along the shear of the first two axes give $C_{66}$, so the exchange of middle indices by itself yields $C_{12}=C_{66}$. Passing to $C_{44}$ takes symmetry between the axes. A single bond $(1,1,0)$ with $\varphi(x)=(x-2)^2$ is stress-free and has $C_{12}=C_{66}=8$, yet $C_{44}=0$.

The symmetry used is a threefold rotation about the cube diagonal, which every cubic crystal has. It appears as a permutation $\sigma$ of the bonds with $R_{\sigma(a)}=(R_{a,1},R_{a,2},R_{a,0})$. The rotation preserves lengths, so relabelling the sum gives

$$C_{0011}=4\sum_a\varphi''(|R_a|^2)R_{a,0}^2R_{a,1}^2=4\sum_a\varphi''(|R_a|^2)R_{a,1}^2R_{a,2}^2=C_{1122}.$$

Exchanging the middle indices turns $C_{1122}$ into $C_{1212}$, which is $C_{44}$. The proof makes that exchange first; `Equiv.sum_comp σ` then does the relabelling, and `hd` records that the length is unchanged.

```lean
/-- `C12 = C44` in Voigt notation, for a stress-free lattice in three dimensions whose bonds
are permuted among themselves by the cyclic exchange of the axes. -/
theorem C12_eq_C44 {φ : ℝ → ℝ} (hφ : SmoothPair φ) {R : ι → Fin 3 → ℝ}
    (hR : ∀ a, R a ≠ 0) (hs : StressFree φ R) (σ : ι ≃ ι)
    (hσ : ∀ a, R (σ a) = ![R a 1, R a 2, R a 0]) :
    elasticConstant φ R 0 0 1 1 = elasticConstant φ R 1 2 1 2 := by
  rw [cauchy_relations hφ hR hs 1 2 1 2, elasticConstant_eq hφ hR, elasticConstant_eq hφ hR,
    if_neg (by decide), if_neg (by decide)]
  congr 2
  -- relabel the bonds by the threefold rotation
  rw [← Equiv.sum_comp σ]
  refine Finset.sum_congr rfl fun a _ => ?_
  have hd : R (σ a) ⬝ᵥ R (σ a) = R a ⬝ᵥ R a := by
    rw [hσ]
    simp [dotProduct, Fin.sum_univ_three]
    ring
  have h0 : R (σ a) 0 = R a 1 := by rw [hσ]; rfl
  have h1 : R (σ a) 1 = R a 2 := by rw [hσ]; rfl
  rw [hd, h0, h1]
```

## Three face-diagonal bonds

A small example meets every hypothesis. Take the bonds $(1,1,0)$, $(0,1,1)$ and $(1,0,1)$, which the threefold rotation permutes. They have the cyclic symmetry that the theorem asks for, though not the full symmetry of a cube.

```lean
/-- Three bonds along face diagonals of a cube. -/
def faceBonds : Fin 3 → Fin 3 → ℝ := ![![1, 1, 0], ![0, 1, 1], ![1, 0, 1]]
```

Each bond has squared length 2, so a potential with its minimum there leaves every bond free of tension:

$$\varphi(x)=(x-2)^2,\qquad \varphi'(2)=0,\qquad \varphi''(2)=2.$$

```lean
/-- A spring-like potential in the squared length, with its minimum at `2`. -/
def spring (x : ℝ) : ℝ := (x - 2) ^ 2
```

Only the bond $(1,1,0)$ has both of its first two components nonzero, so

$$C_{0011}=4\cdot2\cdot1=8,$$

and $C_{44}$ has the same value by the preceding theorem. The statement below collects the hypotheses and this value. The permutation is addition of 2 modulo 3 on the bond labels. The proof computes the two derivatives of the potential, checks the lengths bond by bond, and evaluates the general formula for the elastic constants.

```lean
/-- The face-diagonal bonds with the spring potential meet all hypotheses of `C12_eq_C44`, and their
constant `C_0011` equals `8`. -/
theorem C12_eq_C44_witness :
    SmoothPair spring ∧ (∀ a, faceBonds a ≠ 0) ∧ StressFree spring faceBonds ∧
      (∀ a, faceBonds (Equiv.addRight (2 : Fin 3) a) =
        ![faceBonds a 1, faceBonds a 2, faceBonds a 0]) ∧
      elasticConstant spring faceBonds 0 0 1 1 = 8 := by
  have h1 (x : ℝ) : HasDerivAt spring (2 * (x - 2)) x :=
    (((hasDerivAt_id' x).sub_const 2).fun_pow 2).congr_deriv (by simp)
  have d1 : deriv spring = fun x => 2 * (x - 2) := funext fun x => (h1 x).deriv
  have h2 (x : ℝ) : HasDerivAt (deriv spring) 2 x := by
    rw [d1]
    exact (((hasDerivAt_id' x).sub_const 2).const_mul 2).congr_deriv (by ring)
  have hφ : SmoothPair spring := fun x _ => ⟨(h1 x).differentiableAt, (h2 x).differentiableAt⟩
  -- every bond has squared length 2
  have hl (a : Fin 3) : faceBonds a ⬝ᵥ faceBonds a = 2 := by
    fin_cases a <;> simp [faceBonds, dotProduct, Fin.sum_univ_three] <;> norm_num
  have hR (a : Fin 3) : faceBonds a ≠ 0 := by
    intro h
    have := hl a
    rw [h] at this
    simp at this
  refine ⟨hφ, hR, ?_, ?_, ?_⟩
  · intro i j
    simp [hl, d1]
  · intro a
    fin_cases a <;> rfl
  · rw [elasticConstant_eq hφ hR, if_neg (by decide)]
    simp only [hl, (h2 2).deriv, Fin.sum_univ_three]
    simp [faceBonds]
    norm_num

end

end CauchyRelation
```

```lean
#print axioms CauchyRelation.cauchy_relations
#print axioms CauchyRelation.cauchy_relation_iff
#print axioms CauchyRelation.C12_eq_C44
```

```
'CauchyRelation.cauchy_relations' depends on axioms: [propext, Classical.choice, Quot.sound]
'CauchyRelation.cauchy_relation_iff' depends on axioms: [propext, Classical.choice, Quot.sound]
'CauchyRelation.C12_eq_C44' depends on axioms: [propext, Classical.choice, Quot.sound]
```
